# The site-occupation difference acts on a three-component real vector by multiplying its components by 2, 0 and −2

The operator `dens`, the difference of the two site occupations, is represented here by a real diagonal 3 × 3 matrix with entries 2, 0 and −2. The lemma `dens_mulVec` states that it sends any real vector with components (v₀, v₁, v₂) to (2v₀, 0, −2v₂). The vector need not be normalised, and no Hamiltonian enters the statement. The attempt compares the two sides component by component, and asks `simp` to settle each of the three cases by unfolding the matrix and its product with the vector, with `dot3` supplied to write the dot product as a sum of three terms.

This version doesn't compile in Lean 4 with Mathlib:

```lean
import Mathlib

open Matrix

namespace HubbardDimerKernel

noncomputable section

/-- The difference of the two site occupations. -/
def dens : Matrix (Fin 3) (Fin 3) ℝ := !![2, 0, 0; 0, 0, 0; 0, 0, -2]

private lemma dot3 (v w : Fin 3 → ℝ) : v ⬝ᵥ w = v 0 * w 0 + v 1 * w 1 + v 2 * w 2 := by
  simp [dotProduct, Fin.sum_univ_three]

private lemma dens_mulVec (v : Fin 3 → ℝ) : dens *ᵥ v = ![2 * v 0, 0, -2 * v 2] := by
  ext i
  fin_cases i <;> simp [dens, Matrix.mulVec, dot3]

end

end HubbardDimerKernel
```

The error:

```
Main.lean:15:83: error: unsolved goals
case «0»
v : Fin 3 → ℝ
⊢ vecHead v = v 0

case «2»
v : Fin 3 → ℝ
⊢ vecHead (vecTail (vecTail v)) = v 2
Main.lean:17:45: warning: This simp argument is unused:
  dot3

Hint: Omit it from the simp argument list.
  [apply] simp [dens, Matrix.mulVec]

Note: This linter can be disabled with `set_option linter.unusedSimpArgs false`
```

The repair, with which the file compiles:

```diff
@@ -15,5 +15,6 @@
 private lemma dens_mulVec (v : Fin 3 → ℝ) : dens *ᵥ v = ![2 * v 0, 0, -2 * v 2] := by
   ext i
-  fin_cases i <;> simp [dens, Matrix.mulVec, dot3]
+  simp only [Matrix.mulVec, dot3]
+  fin_cases i <;> simp [dens]
 
 end
```

Cause. The error leaves two components unproved: `vecHead v = v 0` and `vecHead (vecTail (vecTail v)) = v 2`. Both are true, since `vecHead` takes the first entry of a vector and `vecTail` drops it, but `simp` did not turn these expressions into the indexed entries on the right.

They arise because `dens` is unfolded in the same call that expands the product. Each row is then an explicit vector, and Mathlib's own simp rules for dot products with such vectors take `v` apart by head and tail. No dot product is left for `dot3`, which is why the warning calls it unused.

The repair changes the order. `simp only [Matrix.mulVec, dot3]` runs while `dens` is still folded, so `dot3` applies and produces `v 0`, `v 1` and `v 2` directly. After the case split, `simp [dens]` has only to evaluate the matrix entries and do the arithmetic.
